# Real dipole matrices give circular amplitudes of equal modulus between nondegenerate states of a real Hamiltonian

A real Hamiltonian matrix H can have complex eigenvectors, so H and the dipole matrices X and Y are real matrices embedded in the complex ones, while the states are complex vectors. Energies are taken to be real by hypothesis, which makes it unnecessary to assume that any of the three matrices is symmetric.

```lean
import Mathlib

open Matrix ComplexConjugate

namespace CircularPolarisation

noncomputable section

variable {n k l : Type*} [Fintype n] [Fintype k] [Fintype l]

/-- A real matrix regarded as a complex one. -/
def cplx (M : Matrix n n ℝ) : Matrix n n ℂ := M.map (fun x => (x : ℂ))

/-- The circular dipole component `X + iY`. -/
def sigmaPlus (X Y : Matrix n n ℝ) : Matrix n n ℂ := cplx X + Complex.I • cplx Y

/-- The circular dipole component `X - iY`. -/
def sigmaMinus (X Y : Matrix n n ℝ) : Matrix n n ℂ := cplx X - Complex.I • cplx Y

/-- The transition amplitude `⟨a, M b⟩`. -/
def amp (a : n → ℂ) (M : Matrix n n ℂ) (b : n → ℂ) : ℂ := star a ⬝ᵥ (M *ᵥ b)

/-- The state `a` is an eigenvector of the real matrix `H` with real energy `E`,
and every solution of the eigenvalue equation at `E` is a multiple of `a`. -/
structure IsNondegenerate (H : Matrix n n ℝ) (E : ℝ) (a : n → ℂ) : Prop where
  ne_zero : a ≠ 0
  eigen : cplx H *ᵥ a = (E : ℂ) • a
  unique : ∀ v : n → ℂ, cplx H *ᵥ v = (E : ℂ) • v → ∃ c : ℂ, v = c • a

/-- The columns of `A` are states of the level `E` of `H`, and the sum of their
`|a⟩⟨a|` acts as the identity on that level. -/
structure ResolvesLevel (H : Matrix n n ℝ) (E : ℝ) (A : Matrix n k ℂ) : Prop where
  eigen : ∀ j, cplx H *ᵥ Aᵀ j = (E : ℂ) • Aᵀ j
  complete : ∀ v : n → ℂ, cplx H *ᵥ v = (E : ℂ) • v → (A * Aᴴ) *ᵥ v = v

/-- The squared amplitudes of `M` summed over all columns of `A` and of `B`. -/
def levelIntensity (A : Matrix n k ℂ) (M : Matrix n n ℂ) (B : Matrix n l ℂ) : ℝ :=
  ∑ i, ∑ j, ‖amp (Aᵀ i) M (Bᵀ j)‖ ^ 2

/-- For a real matrix and a real energy, the complex conjugate of a solution of the
eigenvalue equation is again a solution at the same energy. -/
theorem conj_eigen {H : Matrix n n ℝ} {E : ℝ} {v : n → ℂ}
    (h : cplx H *ᵥ v = (E : ℂ) • v) : cplx H *ᵥ star v = (E : ℂ) • star v := by
  ext i
  have hi := congrArg (starRingEnd ℂ) (congrFun h i)
  simpa [Matrix.mulVec, dotProduct, cplx] using hi

/-- Complex conjugation returns a nondegenerate state of a real matrix up to a phase. -/
theorem conj_eq_phase {H : Matrix n n ℝ} {E : ℝ} {a : n → ℂ}
    (h : IsNondegenerate H E a) : ∃ c : ℂ, ‖c‖ = 1 ∧ star a = c • a := by
  obtain ⟨c, hc⟩ := h.unique _ (conj_eigen h.eigen)
  obtain ⟨j, hj⟩ := Function.ne_iff.mp h.ne_zero
  have hj0 : ‖a j‖ ≠ 0 := norm_ne_zero_iff.mpr hj
  refine ⟨c, ?_, hc⟩
  -- compare the moduli of one nonzero component
  have hn : ‖star (a j)‖ = ‖c * a j‖ := congrArg norm (congrFun hc j)
  rw [norm_star, norm_mul] at hn
  exact mul_right_cancel₀ hj0 (by linarith)

omit [Fintype n] in
/-- Complex conjugation turns `X + iY` into `X - iY` when `X` and `Y` are real. -/
theorem sigmaPlus_conj (X Y : Matrix n n ℝ) :
    (sigmaPlus X Y).map (starRingEnd ℂ) = sigmaMinus X Y := by
  ext i j
  simp [sigmaPlus, sigmaMinus, cplx, sub_eq_add_neg]

/-- Between two nondegenerate states of a real Hamiltonian matrix, the real dipole
matrices `X` and `Y` give circular amplitudes of equal modulus. -/
theorem no_circular_polarisation {H : Matrix n n ℝ} {E F : ℝ} {a b : n → ℂ}
    (ha : IsNondegenerate H E a) (hb : IsNondegenerate H F b) (X Y : Matrix n n ℝ) :
    ‖amp a (sigmaPlus X Y) b‖ = ‖amp a (sigmaMinus X Y) b‖ := by
  obtain ⟨c, hc, hca⟩ := conj_eq_phase ha
  obtain ⟨d, hd, hdb⟩ := conj_eq_phase hb
  -- conjugate the whole amplitude
  have h : conj (amp a (sigmaPlus X Y) b) = amp (star a) (sigmaMinus X Y) (star b) := by
    rw [← sigmaPlus_conj]
    simp [amp, Matrix.mulVec, dotProduct]
  rw [← Complex.norm_conj, h, hca, hdb]
  -- the two phases drop out of the modulus
  simp [amp, star_smul, smul_dotProduct, Matrix.mulVec_smul, dotProduct_smul, hc, hd]

/-- The projector onto a complete level of a real matrix, at a real energy, has real
entries. -/
theorem projector_real {H : Matrix n n ℝ} {E : ℝ} {A : Matrix n k ℂ}
    (h : ResolvesLevel H E A) : (A * Aᴴ).map (starRingEnd ℂ) = A * Aᴴ := by
  have hC : A * Aᴴ * A.map (starRingEnd ℂ) = A.map (starRingEnd ℂ) := by
    ext i j
    exact congrFun (h.complete _ (conj_eigen (h.eigen j))) i
  have e : Aᴴ.map (starRingEnd ℂ) = Aᵀ := by
    ext i j
    exact Complex.conj_conj _
  have h1 : A * Aᴴ * (A * Aᴴ).map (starRingEnd ℂ) = (A * Aᴴ).map (starRingEnd ℂ) := by
    rw [Matrix.map_mul, e, ← Matrix.mul_assoc, hC]
  have hs : (A * Aᴴ)ᴴ = A * Aᴴ := by
    rw [Matrix.conjTranspose_mul, Matrix.conjTranspose_conjTranspose]
  generalize A * Aᴴ = P at h1 hs ⊢
  have hh : (P.map (starRingEnd ℂ)).map (starRingEnd ℂ) = P := by
    ext i j
    exact Complex.conj_conj _
  have hs' : (P.map (starRingEnd ℂ))ᴴ = P.map (starRingEnd ℂ) := by
    ext i j
    exact congrArg (starRingEnd ℂ) (congrFun (congrFun hs i) j)
  -- the conjugate and the adjoint of `h1` have the same left-hand side
  have h2 : P.map (starRingEnd ℂ) * P = P := by
    have h3 := congrArg (fun M : Matrix n n ℂ => M.map (starRingEnd ℂ)) h1
    simpa only [Matrix.map_mul, hh] using h3
  have h4 := congrArg Matrix.conjTranspose h1
  rw [Matrix.conjTranspose_mul, hs', hs] at h4
  exact h4.symm.trans h2

/-- The summed intensity is the trace of `M Q Mᴴ P`, where `P = A Aᴴ` and `Q = B Bᴴ`. -/
theorem levelIntensity_eq_trace (A : Matrix n k ℂ) (M : Matrix n n ℂ) (B : Matrix n l ℂ) :
    (levelIntensity A M B : ℂ) = trace (M * (B * Bᴴ) * Mᴴ * (A * Aᴴ)) := by
  have hT : ∀ T : Matrix k l ℂ,
      ((∑ i, ∑ j, ‖T i j‖ ^ 2 : ℝ) : ℂ) = trace (T * Tᴴ) := by
    intro T
    simp [Matrix.trace, Matrix.mul_apply, Complex.mul_conj, Complex.normSq_eq_norm_sq]
  have h : (levelIntensity A M B : ℂ) = trace (Aᴴ * (M * B) * (Aᴴ * (M * B))ᴴ) :=
    hT (Aᴴ * (M * B))
  rw [h, Matrix.mul_assoc Aᴴ, Matrix.trace_mul_comm Aᴴ]
  simp only [Matrix.conjTranspose_mul, Matrix.conjTranspose_conjTranspose, Matrix.mul_assoc]

/-- Summed over two complete levels of a real Hamiltonian matrix, degenerate or not, the
intensities of `X + iY` and `X - iY` are equal for real `X` and `Y`. -/
theorem level_unpolarised {H : Matrix n n ℝ} {E F : ℝ} {A : Matrix n k ℂ}
    {B : Matrix n l ℂ} (hA : ResolvesLevel H E A) (hB : ResolvesLevel H F B)
    (X Y : Matrix n n ℝ) :
    levelIntensity A (sigmaPlus X Y) B = levelIntensity A (sigmaMinus X Y) B := by
  have hmap : ∀ M Q P : Matrix n n ℂ, conj (trace (M * Q * Mᴴ * P)) =
      trace (M.map (starRingEnd ℂ) * Q.map (starRingEnd ℂ) *
        (M.map (starRingEnd ℂ))ᴴ * P.map (starRingEnd ℂ)) := by
    intro M Q P
    have e : (M.map (starRingEnd ℂ))ᴴ = Mᴴ.map (starRingEnd ℂ) := rfl
    rw [e, ← Matrix.map_mul, ← Matrix.map_mul, ← Matrix.map_mul]
    simp only [Matrix.trace, map_sum, Matrix.diag_apply, Matrix.map_apply]
  apply Complex.ofReal_injective
  -- an intensity is real, so it may be conjugated
  rw [← Complex.conj_ofReal (levelIntensity A (sigmaPlus X Y) B),
    levelIntensity_eq_trace, levelIntensity_eq_trace, hmap, sigmaPlus_conj,
    projector_real hA, projector_real hB]

/-- Energies of the model with states `s, px, py`: 0 for `s` and 1 for `px` and `py`. -/
def spH : Matrix (Fin 3) (Fin 3) ℝ := !![0, 0, 0; 0, 1, 0; 0, 0, 1]

/-- The dipole matrix along x, which couples `s` and `px`. -/
def spX : Matrix (Fin 3) (Fin 3) ℝ := !![0, 1, 0; 1, 0, 0; 0, 0, 0]

/-- The dipole matrix along y, which couples `s` and `py`. -/
def spY : Matrix (Fin 3) (Fin 3) ℝ := !![0, 0, 1; 0, 0, 0; 1, 0, 0]

/-- In the `s, px, py` model `s` is nondegenerate and `px + i py` is an eigenvector with
energy 1, yet the amplitudes of `X + iY` and `X - iY` between them are 0 and 2. -/
theorem degenerate_polarised :
    IsNondegenerate spH 0 ![1, 0, 0] ∧
    cplx spH *ᵥ ![0, 1, Complex.I] = ((1 : ℝ) : ℂ) • ![0, 1, Complex.I] ∧
    amp ![1, 0, 0] (sigmaPlus spX spY) ![0, 1, Complex.I] = 0 ∧
    amp ![1, 0, 0] (sigmaMinus spX spY) ![0, 1, Complex.I] = 2 := by
  refine ⟨⟨?_, ?_, ?_⟩, ?_, ?_, ?_⟩
  · intro h
    simpa using congrFun h 0
  · ext i
    fin_cases i <;> simp [cplx, spH, Matrix.mulVec, dotProduct, Fin.sum_univ_three]
  · intro v h
    have h1 : v 1 = 0 := by
      simpa [cplx, spH, Matrix.mulVec, dotProduct, Fin.sum_univ_three] using congrFun h 1
    have h2 : v 2 = 0 := by
      simpa [cplx, spH, Matrix.mulVec, dotProduct, Fin.sum_univ_three] using congrFun h 2
    refine ⟨v 0, ?_⟩
    ext i
    fin_cases i <;> simp [h1, h2]
  · ext i
    fin_cases i <;> simp [cplx, spH, Matrix.mulVec, dotProduct, Fin.sum_univ_three]
  · simp [amp, sigmaPlus, cplx, spX, spY, Matrix.mulVec, dotProduct, Fin.sum_univ_three]
  · simp [amp, sigmaMinus, cplx, spX, spY, Matrix.mulVec, dotProduct, Fin.sum_univ_three]
    norm_num

/-- The states `px` and `py` resolve the level of energy 1 in the `s, px, py` model. -/
theorem resolvesLevel_witness :
    ResolvesLevel spH 1 (!![0, 0; 1, 0; 0, 1] : Matrix (Fin 3) (Fin 2) ℂ) := by
  refine ⟨?_, ?_⟩
  · intro j
    ext i
    fin_cases j <;> fin_cases i <;>
      simp [cplx, spH, Matrix.mulVec, dotProduct, Fin.sum_univ_three]
  · intro v h
    have h0 : v 0 = 0 := by
      simpa [cplx, spH, Matrix.mulVec, dotProduct, Fin.sum_univ_three]
        using (congrFun h 0).symm
    ext i
    fin_cases i <;>
      simp [Matrix.mulVec, dotProduct, Matrix.mul_apply, Fin.sum_univ_three, h0]

end

end CircularPolarisation
```

```lean
#print axioms CircularPolarisation.no_circular_polarisation
#print axioms CircularPolarisation.level_unpolarised
#print axioms CircularPolarisation.degenerate_polarised
```

```
'CircularPolarisation.no_circular_polarisation' depends on axioms: [propext, Classical.choice, Quot.sound]
'CircularPolarisation.level_unpolarised' depends on axioms: [propext, Classical.choice, Quot.sound]
'CircularPolarisation.degenerate_polarised' depends on axioms: [propext, Classical.choice, Quot.sound]
```

## States, amplitudes and levels

The type `n` labels a finite orthonormal basis, and `cplx` performs the embedding. `amp a M b` is ⟨a, M b⟩, conjugate-linear in a. For light emitted along z, the intensities of the two circular components are proportional to the squared moduli of this amplitude for M = X + iY (`sigmaPlus`) and M = X − iY (`sigmaMinus`). Which of them is called left-handed does not affect their equality.

`IsNondegenerate H E a` says that a is a nonzero eigenvector at the real energy E and that every solution of the eigenvalue equation at E is a multiple of a. Normalisation is not required. `no_circular_polarisation` states that for two such states a and b, and any real X and Y,

|⟨a, (X + iY) b⟩| = |⟨a, (X − iY) b⟩|.

For a degenerate level, `ResolvesLevel H E A` says that the columns of A lie in the level and that A A† acts as the identity on it, as it does for any orthonormal basis of the level. `level_unpolarised` equates the two circular intensities summed over two such levels.

Real matrices describe, for example, a spinless system without a magnetic field in a real orbital basis. In a finite-basis electronic-structure calculation of this kind, any difference between the circular electric-dipole intensities of individual degenerate states must cancel in the sum over complete levels. Magnetic-dipole contributions are left out.

## Conjugation costs a nondegenerate state only a phase

Write * for entrywise complex conjugation. Since H and E are real, H a = E a gives

H a* = E a*.

`conj_eigen` proves this by conjugating each component of the equation. Nondegeneracy then gives a* = c a for some number c. At a component with aⱼ ≠ 0, taking moduli gives |aⱼ| = |c| |aⱼ|, so |c| = 1; this is `conj_eq_phase`. In the same way b* = d b with |d| = 1.

By `sigmaPlus_conj`, conjugation turns X + iY into X − iY. Hence

⟨a, (X + iY) b⟩* = ⟨a*, (X − iY) b*⟩ = c* d ⟨a, (X − iY) b⟩,

and taking moduli gives the theorem. In the Lean proof, `h` is the first equality, and the final `simp` removes the phases using `hc` and `hd`.

## The projector onto a complete level is real

Let P = A A† and Q = B B† for the two levels. The columns of A* also lie in the first level, so P A* = A* (`hC`). Multiplying on the right by Aᵀ gives

P P* = P*.

The conjugate of this relation is P* P = P. The adjoint of P P* = P* is P* P = P*, because P and P* are Hermitian. Therefore P = P*, which is `projector_real`; the same holds for Q.

With T = A† M B, the summed intensity is

Σᵢⱼ |Tᵢⱼ|² = tr(T T†) = tr(M Q M† P),

where the last step uses the cyclic property of the trace. This is `levelIntensity_eq_trace`. The sum is real, so conjugating it changes nothing. On the right-hand side, conjugation leaves P and Q alone and replaces X + iY by X − iY, as `hmap` and the subsequent rewrites do.

## Polarised emission from px + i py

In the basis s, px, py, take a = (1, 0, 0) and b = (0, 1, i). Then X b = (1, 0, 0) and Y b = (i, 0, 0), so the amplitudes are

1 + i·i = 0 and 1 − i·i = 2.

With b normalised they are 0 and √2. `degenerate_polarised` proves the values 0 and 2 for the unnormalised b, together with the eigenvalue equation for b and the nondegeneracy of s. The equality can thus fail when b is merely an eigenvector, even if a is nondegenerate. `resolvesLevel_witness` confirms that px and py resolve the upper level. Their amplitudes with s are 1 and ±i, so both summed intensities equal 2.

Realness of H cannot be weakened to Hermiticity either, as a short calculation outside the Lean file shows. Add to H a Zeeman-like term with entries −i/2 at (px, py) and i/2 at (py, px). The energies become 0, 1/2 and 3/2, all nondegenerate, and px + i py is the state at 3/2, with the same unequal amplitudes.
